# Inverse multiquadric matrices with positive parameters are positive semidefinite, and positive definite exactly when the points are distinct

Place charges $q_1,\dots,q_n$ at points $x_1,\dots,x_n$ and let them interact through a softened Coulomb potential, which stays finite when two charges meet. With the self-terms $i=j$ included, the energy is

$$E=\frac12\sum_{i,j}\frac{q_iq_j}{\sqrt{c+\|x_i-x_j\|^2}},$$

where $\sqrt c$ is the softening length. Charges of opposite sign contribute negative terms. Can they make $E$ negative? And can a nonzero set of charges have $E=0$?

Both questions concern the matrix $K_{ij}=(c+\|x_i-x_j\|^2)^{-s}$ at $s=\tfrac12$. The answers below hold for all real $c,s>0$, where $s$ sets the decay $r^{-2s}$ at large distance $r$.

```lean
import Mathlib

open MeasureTheory Set Matrix

namespace InverseMultiquadric

noncomputable section
```

The points lie in $\mathbb R^d$ with its Euclidean norm.

```lean
/-- Euclidean space of dimension `d`. -/
abbrev Space (d : ℕ) := EuclideanSpace ℝ (Fin d)
```

They are given as a map `x` from a finite index type `ι`, so two labels may share a position. The matrix `imqMatrix c s x` is $K$, with its diagonal $K_{ii}=c^{-s}$.

```lean
variable {d : ℕ} {ι : Type*} [Fintype ι]

/-- The inverse multiquadric matrix with entries `(c + ‖x i - x j‖ ^ 2) ^ (-s)`. -/
def imqMatrix (c s : ℝ) (x : ι → Space d) : Matrix ι ι ℝ :=
  Matrix.of fun i j => (c + ‖x i - x j‖ ^ 2) ^ (-s)
```

## Gaussian forms and smeared charges

The plan is to write $K$ as a positive mixture of Gaussian kernels, and each Gaussian quadratic form as the integral of a square. For an exponent $t$, the Gaussian form is

$$G_t(q)=\sum_{i,j}q_iq_j\,e^{-t\|x_i-x_j\|^2}.$$

```lean
/-- The quadratic form of the Gaussian kernel of exponent `t` in the weights `q`. -/
def gaussForm (t : ℝ) (x : ι → Space d) (q : ι → ℝ) : ℝ :=
  ∑ i, ∑ j, q i * q j * Real.exp (-(t * ‖x i - x j‖ ^ 2))
```

The function to be squared is the density of charges smeared into Gaussians,

$$\rho_t(z)=\sum_i q_i\,e^{-2t\|x_i-z\|^2}.$$

These Gaussians are unnormalised. A unit charge would carry the prefactor $(2t/\pi)^{d/2}$, which is positive and does not affect the sign argument.

```lean
/-- The density at `z` of weights `q` smeared into Gaussians of exponent `2 t` at the points. -/
def smeared (t : ℝ) (x : ι → Space d) (q : ι → ℝ) (z : Space d) : ℝ :=
  ∑ i, q i * Real.exp (-(2 * t * ‖x i - z‖ ^ 2))
```

Strict positivity will also need the exponentials $\chi_a(z)=e^{4t\langle a,z\rangle}$, which satisfy $\chi_a(z+w)=\chi_a(z)\chi_a(w)$. In `expChar`, the wrapper `Multiplicative` writes vector addition as a product, so that $\chi_a$ is a homomorphism of monoids.

```lean
/-- The exponential `z ↦ exp (4 t ⟨a, z⟩)`, which turns sums of vectors into products. -/
def expChar (t : ℝ) (a : Space d) : Multiplicative (Space d) →* ℝ where
  toFun z := Real.exp (4 * t * inner ℝ a (Multiplicative.toAdd z))
  map_one' := by simp
  map_mul' z w := by
    rw [toAdd_mul, inner_add_right, mul_add, Real.exp_add]
```

## The kernel as a mixture of Gaussians

For $r,s>0$, substituting $u=rt$ gives $\int_0^\infty t^{s-1}e^{-rt}\,dt=r^{-s}\,\Gamma(s)$. Put $r=c+\|x-y\|^2$ and split the exponential:

$$\int_0^\infty t^{s-1}e^{-ct}\,e^{-t\|x-y\|^2}\,dt=\Gamma(s)\,(c+\|x-y\|^2)^{-s}.$$

The proof takes the Gamma integral from Mathlib and recombines the two exponentials.

```lean
/-- The inverse multiquadric kernel, times `Γ(s)`, is a Gamma-weighted integral of Gaussians. -/
theorem gamma_mixture {c s : ℝ} (hc : 0 < c) (hs : 0 < s) (x y : Space d) :
    ∫ t in Ioi (0 : ℝ), t ^ (s - 1) * Real.exp (-(c * t)) * Real.exp (-(t * ‖x - y‖ ^ 2))
      = (c + ‖x - y‖ ^ 2) ^ (-s) * Real.Gamma s := by
  have hr : 0 < c + ‖x - y‖ ^ 2 := by positivity
  have h := Real.integral_rpow_mul_exp_neg_mul_Ioi hs hr
  rw [one_div, Real.inv_rpow hr.le, ← Real.rpow_neg hr.le] at h
  rw [← h]
  congr 1
  funext t
  rw [mul_assoc, ← Real.exp_add]
  congr 2
  ring
```

At $s=\tfrac12$ the substitution $t=u^2$ turns this into

$$\frac1{\sqrt{c+r^2}}=\frac2{\sqrt\pi}\int_0^\infty e^{-u^2(c+r^2)}\,du,$$

where $r$ now denotes the distance. This is the softened version of the Gaussian transform of $1/r$ used for Coulomb integrals over Gaussian basis functions. If the integral is approximated by a quadrature with positive weights, the kernel becomes a finite sum of Gaussians and stays positive semidefinite.

## The Gaussian form as the integral of a square

Let $m=\tfrac12(x+y)$. The parallelogram law for $x-z$ and $y-z$ reads

$$4\|z-m\|^2+\|x-y\|^2=2\|x-z\|^2+2\|y-z\|^2.$$

Multiplying by $t$ shows that the product of two Gaussians of exponent $2t$ is a Gaussian of exponent $4t$ around the midpoint, times $e^{-t\|x-y\|^2}$. Shifting the origin to $m$ and integrating gives

$$\int e^{-2t\|x-z\|^2}e^{-2t\|y-z\|^2}\,dz=\Big(\frac{\pi}{4t}\Big)^{d/2}e^{-t\|x-y\|^2}.$$

In the proof, `key` is the product identity and `shift` is the translation.

```lean
/-- The overlap integral of two Gaussians of exponent `2 t` is a Gaussian of exponent `t` in the
distance of their centres, times a constant. -/
theorem gaussian_overlap {t : ℝ} (ht : 0 < t) (x y : Space d) :
    ∫ z : Space d, Real.exp (-(2 * t * ‖x - z‖ ^ 2)) * Real.exp (-(2 * t * ‖y - z‖ ^ 2))
      = Real.exp (-(t * ‖x - y‖ ^ 2)) * (Real.pi / (4 * t)) ^ ((d : ℝ) / 2) := by
  -- the product is a Gaussian around the midpoint, by the parallelogram law
  have key : ∀ z : Space d,
      Real.exp (-(2 * t * ‖x - z‖ ^ 2)) * Real.exp (-(2 * t * ‖y - z‖ ^ 2))
      = Real.exp (-(t * ‖x - y‖ ^ 2))
        * Real.exp (-(4 * t) * ‖z - (1 / 2 : ℝ) • (x + y)‖ ^ 2) := by
    intro z
    have h := parallelogram_law_with_norm ℝ (x - z) (y - z)
    have h1 : (x - z) + (y - z) = (-2 : ℝ) • (z - (1 / 2 : ℝ) • (x + y)) := by module
    have h2 : (x - z) - (y - z) = x - y := by abel
    have h3 : ‖(-2 : ℝ)‖ = 2 := by norm_num
    rw [h1, h2, norm_smul, h3] at h
    rw [← Real.exp_add, ← Real.exp_add]
    congr 1
    linear_combination t * h
  have shift : ∫ z : Space d, Real.exp (-(4 * t) * ‖z - (1 / 2 : ℝ) • (x + y)‖ ^ 2)
      = ∫ z : Space d, Real.exp (-(4 * t) * ‖z‖ ^ 2) :=
    integral_sub_right_eq_self (fun z : Space d => Real.exp (-(4 * t) * ‖z‖ ^ 2)) _
  simp_rw [key]
  rw [integral_const_mul, shift,
    GaussianFourier.integral_rexp_neg_mul_sq_norm (by positivity), finrank_euclideanSpace_fin]
```

Expanding $\rho_t^2$ as a double sum and integrating term by term,

$$\int\rho_t(z)^2\,dz=\Big(\frac{\pi}{4t}\Big)^{d/2}G_t(q).$$

Term-by-term integration requires each product to be integrable. Lean assigns the value $0$ to the integral of a non-integrable function, so the positive value just computed already implies integrability; `hint` is this argument.

```lean
/-- The squared smeared density is integrable, and its integral is the Gaussian quadratic form
times a constant. -/
theorem integral_smeared_sq {t : ℝ} (ht : 0 < t) (x : ι → Space d) (q : ι → ℝ) :
    Integrable (fun z => smeared t x q z ^ 2) ∧
    ∫ z, smeared t x q z ^ 2 = (Real.pi / (4 * t)) ^ ((d : ℝ) / 2) * gaussForm t x q := by
  have hint : ∀ i j, Integrable (fun z : Space d => q i * q j *
      (Real.exp (-(2 * t * ‖x i - z‖ ^ 2)) * Real.exp (-(2 * t * ‖x j - z‖ ^ 2)))) := by
    intro i j
    apply Integrable.const_mul
    by_contra h
    have h0 := integral_undef h
    rw [gaussian_overlap ht] at h0
    have : 0 < Real.exp (-(t * ‖x i - x j‖ ^ 2)) * (Real.pi / (4 * t)) ^ ((d : ℝ) / 2) := by
      positivity
    exact this.ne' h0
  have e : ∀ z, smeared t x q z ^ 2 = ∑ i, ∑ j, q i * q j *
      (Real.exp (-(2 * t * ‖x i - z‖ ^ 2)) * Real.exp (-(2 * t * ‖x j - z‖ ^ 2))) := by
    intro z
    rw [smeared, sq, Finset.sum_mul_sum]
    exact Finset.sum_congr rfl fun i _ => Finset.sum_congr rfl fun j _ => by ring
  simp_rw [e]
  refine ⟨MeasureTheory.integrable_finsetSum _ fun i _ => MeasureTheory.integrable_finsetSum _ fun j _ => hint i j, ?_⟩
  rw [MeasureTheory.integral_finsetSum _ fun i _ => MeasureTheory.integrable_finsetSum _ fun j _ => hint i j,
    gaussForm, Finset.mul_sum]
  refine Finset.sum_congr rfl fun i _ => ?_
  rw [MeasureTheory.integral_finsetSum _ fun j _ => hint i j, Finset.mul_sum]
  refine Finset.sum_congr rfl fun j _ => ?_
  rw [integral_const_mul, gaussian_overlap ht]
  ring
```

## Distinct centres give independent Gaussians

Suppose $\rho_t(z)=0$ for all $z$. Since

$$-2t\|x_i-z\|^2=-2t\|x_i\|^2+4t\langle x_i,z\rangle-2t\|z\|^2,$$

dividing by $e^{-2t\|z\|^2}$ leaves $\sum_i a_i\chi_{x_i}(z)=0$ with $a_i=q_ie^{-2t\|x_i\|^2}$.

Distinct points give distinct $\chi_{x_i}$, and these are linearly independent. To see this, take a nontrivial relation with the fewest nonzero terms. It has at least two, say $i$ and $j$, because no $\chi_a$ vanishes. Choose $w$ with $\chi_{x_i}(w)\neq\chi_{x_j}(w)$, evaluate the relation at $z+w$, and subtract $\chi_{x_i}(w)$ times the original. Term $i$ disappears and term $j$ survives, which gives a shorter nontrivial relation, a contradiction. Hence every $a_i$ is zero, and so is every $q_i$.

Mathlib supplies the independence as `linearIndependent_monoidHom`; `hχ` proves the characters distinct and `hsum` divides out the common factor.

```lean
/-- Gaussians of equal width at distinct centres are linearly independent: if the smeared density
vanishes everywhere, all weights vanish. -/
theorem weights_eq_zero {t : ℝ} (ht : 0 < t) {x : ι → Space d} (hx : Function.Injective x)
    {q : ι → ℝ} (h : ∀ z, smeared t x q z = 0) : q = 0 := by
  have hχ : Function.Injective (fun i => expChar t (x i)) := by
    intro i j hij
    apply hx
    apply ext_inner_right ℝ
    intro z
    have h1 := DFunLike.congr_fun hij (Multiplicative.ofAdd z)
    have h2 : 4 * t * inner ℝ (x i) z = 4 * t * inner ℝ (x j) z := Real.exp_injective h1
    exact mul_left_cancel₀ (by positivity) h2
  -- divide out the common factor exp (-2 t ‖z‖ ^ 2)
  have hsum : ∀ z : Space d, ∑ i, (q i * Real.exp (-(2 * t * ‖x i‖ ^ 2)))
      * Real.exp (4 * t * inner ℝ (x i) z) = 0 := by
    intro z
    refine (mul_eq_zero.1 ?_).resolve_right (Real.exp_ne_zero (-(2 * t * ‖z‖ ^ 2)))
    rw [← h z, smeared, Finset.sum_mul]
    refine Finset.sum_congr rfl fun i _ => ?_
    rw [mul_assoc, mul_assoc, ← Real.exp_add, ← Real.exp_add, norm_sub_sq_real]
    congr 2
    ring
  -- distinct characters are linearly independent
  have li := (linearIndependent_monoidHom (Multiplicative (Space d)) ℝ).comp _ hχ
  have hz := Fintype.linearIndependent_iff.1 li
    (fun i => q i * Real.exp (-(2 * t * ‖x i‖ ^ 2))) (by
      funext z
      rw [Finset.sum_apply]
      exact hsum (Multiplicative.toAdd z))
  funext i
  exact (mul_eq_zero.1 (hz i)).resolve_right (Real.exp_ne_zero _)
```

## Positive semidefiniteness

Multiplying the mixture formula by $q_iq_j$ and summing gives

$$\int_0^\infty t^{s-1}e^{-ct}\,G_t(q)\,dt=\Gamma(s)\;q^{\mathsf T}Kq.$$

In Lean the quadratic form is `q ⬝ᵥ imqMatrix c s x *ᵥ q`. Integrability is recorded as well, since the strict inequality will use it.

```lean
/-- The inverse multiquadric quadratic form, times `Γ(s)`, is the Gamma-weighted integral of the
Gaussian quadratic forms, and the integrand is integrable. -/
theorem form_mixture {c s : ℝ} (hc : 0 < c) (hs : 0 < s) (x : ι → Space d) (q : ι → ℝ) :
    IntegrableOn (fun t => t ^ (s - 1) * Real.exp (-(c * t)) * gaussForm t x q) (Ioi 0) ∧
    ∫ t in Ioi (0 : ℝ), t ^ (s - 1) * Real.exp (-(c * t)) * gaussForm t x q
      = Real.Gamma s * (q ⬝ᵥ imqMatrix c s x *ᵥ q) := by
  have hint : ∀ i j, Integrable (fun t : ℝ => q i * q j * (t ^ (s - 1) * Real.exp (-(c * t))
      * Real.exp (-(t * ‖x i - x j‖ ^ 2)))) (volume.restrict (Ioi 0)) := by
    intro i j
    apply Integrable.const_mul
    by_contra h
    have h0 := integral_undef h
    rw [gamma_mixture hc hs] at h0
    have hr : 0 < c + ‖x i - x j‖ ^ 2 := by positivity
    exact (mul_pos (Real.rpow_pos_of_pos hr (-s)) (Real.Gamma_pos_of_pos hs)).ne' h0
  have e : ∀ t : ℝ, t ^ (s - 1) * Real.exp (-(c * t)) * gaussForm t x q
      = ∑ i, ∑ j, q i * q j * (t ^ (s - 1) * Real.exp (-(c * t))
        * Real.exp (-(t * ‖x i - x j‖ ^ 2))) := by
    intro t
    simp only [gaussForm, Finset.mul_sum]
    exact Finset.sum_congr rfl fun i _ => Finset.sum_congr rfl fun j _ => by ring
  simp_rw [e]
  refine ⟨MeasureTheory.integrable_finsetSum _ fun i _ => MeasureTheory.integrable_finsetSum _ fun j _ => hint i j, ?_⟩
  rw [MeasureTheory.integral_finsetSum _ fun i _ => MeasureTheory.integrable_finsetSum _ fun j _ => hint i j]
  simp only [dotProduct, Matrix.mulVec, Finset.mul_sum]
  refine Finset.sum_congr rfl fun i _ => ?_
  rw [MeasureTheory.integral_finsetSum _ fun j _ => hint i j]
  refine Finset.sum_congr rfl fun j _ => ?_
  rw [integral_const_mul, gamma_mixture hc hs, imqMatrix, Matrix.of_apply]
  ring
```

Since $\|x_i-x_j\|=\|x_j-x_i\|$, the matrix is symmetric, which for real entries is what `IsHermitian` means.

```lean
omit [Fintype ι] in
/-- The inverse multiquadric matrix is symmetric. -/
theorem imqMatrix_isHermitian (c s : ℝ) (x : ι → Space d) : (imqMatrix c s x).IsHermitian :=
  Matrix.IsHermitian.ext fun i j => by
    simp only [imqMatrix, Matrix.of_apply, star_trivial, norm_sub_rev (x j) (x i)]
```

For every $t>0$, $G_t(q)$ is a positive constant times $\int\rho_t^2\ge0$. The weight $t^{s-1}e^{-ct}$ and $\Gamma(s)$ are positive, so $q^{\mathsf T}Kq\ge0$. The Lean proof runs backwards from the goal: it multiplies the form by $\Gamma(s)$, rewrites the product as the mixture integral, and then shows $G_t(q)\ge0$ for each $t>0$.

```lean
/-- For any points and any `c, s > 0` the inverse multiquadric matrix is positive semidefinite. -/
theorem imqMatrix_posSemidef {c s : ℝ} (hc : 0 < c) (hs : 0 < s) (x : ι → Space d) :
    (imqMatrix c s x).PosSemidef := by
  refine Matrix.PosSemidef.of_dotProduct_mulVec_nonneg (imqMatrix_isHermitian c s x) ?_
  intro q
  rw [star_trivial]
  refine (mul_nonneg_iff_of_pos_left (Real.Gamma_pos_of_pos hs)).1 ?_
  rw [← (form_mixture hc hs x q).2]
  refine setIntegral_nonneg measurableSet_Ioi fun t ht => ?_
  have ht' : 0 < t := ht
  have hC : 0 < (Real.pi / (4 * t)) ^ ((d : ℝ) / 2) := by positivity
  have hg : 0 ≤ gaussForm t x q := by
    refine (mul_nonneg_iff_of_pos_left hC).1 ?_
    rw [← (integral_smeared_sq ht' x q).2]
    exact integral_nonneg fun z => sq_nonneg _
  positivity
```

The softened Coulomb energy above is therefore never negative, for finitely many point charges with their self-terms included. Without the self-terms, charges $+1$ and $-1$ at distance $r$ have energy $-1/\sqrt{c+r^2}<0$.

The condition $s>0$ matters too. At $s=-1$, two points at distance $r>0$ give

$$K=\begin{pmatrix}c&c+r^2\\c+r^2&c\end{pmatrix},$$

and $q=(1,-1)$ yields $q^{\mathsf T}Kq=-2r^2<0$.

## When zero energy forces zero charge

Let $c,s>0$ again. If two labels share a position, their rows of $K$ are equal and $\det K=0$, so $K$ is not positive definite. Physically, opposite charges at the same place cancel.

Conversely, let the points be distinct and $q\neq0$. If $\int\rho_t^2=0$, then $\rho_t^2$ vanishes almost everywhere, hence everywhere by continuity, and independence forces $q=0$. So $G_t(q)>0$ for every $t>0$. The integrand of the mixture is then positive on the whole half-line, and its integral is positive. In the proof, `hpos` is the statement for each $t$, and the last lines pass to the integral by noting that the integrand is nonzero on a set of positive measure.

```lean
/-- The inverse multiquadric matrix is positive definite exactly when the points are distinct. -/
theorem imqMatrix_posDef_iff {c s : ℝ} (hc : 0 < c) (hs : 0 < s) (x : ι → Space d) :
    (imqMatrix c s x).PosDef ↔ Function.Injective x := by
  classical
  constructor
  · -- coincident points give two equal rows
    intro hK i j hij
    by_contra hne
    refine hK.det_pos.ne' (Matrix.det_zero_of_row_eq hne ?_)
    funext k
    simp only [imqMatrix, Matrix.of_apply, hij]
  · intro hx
    refine Matrix.posDef_iff_dotProduct_mulVec.2 ⟨imqMatrix_isHermitian c s x, ?_⟩
    intro q hq
    rw [star_trivial]
    -- every Gaussian form in the mixture is strictly positive
    have hpos : ∀ t : ℝ, 0 < t →
        0 < t ^ (s - 1) * Real.exp (-(c * t)) * gaussForm t x q := by
      intro t ht
      have hC : 0 < (Real.pi / (4 * t)) ^ ((d : ℝ) / 2) := by positivity
      obtain ⟨hi, he⟩ := integral_smeared_sq ht x q
      have hnn : 0 ≤ fun z => smeared t x q z ^ 2 := fun z => sq_nonneg _
      have hg : 0 < gaussForm t x q := by
        refine (mul_pos_iff_of_pos_left hC).1 ?_
        rw [← he]
        refine lt_of_le_of_ne (integral_nonneg hnn) fun h0 => hq ?_
        have hae := (integral_eq_zero_iff_of_nonneg hnn hi).1 h0.symm
        have hcont : Continuous fun z => smeared t x q z ^ 2 := by
          unfold smeared
          fun_prop
        have hfun := (Continuous.ae_eq_iff_eq volume hcont continuous_zero).1 hae
        exact weights_eq_zero ht hx fun z => pow_eq_zero_iff two_ne_zero |>.1 (congrFun hfun z)
      positivity
    obtain ⟨hi, he⟩ := form_mixture hc hs x q
    refine (mul_pos_iff_of_pos_left (Real.Gamma_pos_of_pos hs)).1 ?_
    rw [← he]
    refine (setIntegral_pos_iff_support_of_nonneg_ae
      ((ae_restrict_iff' measurableSet_Ioi).2
        (Filter.Eventually.of_forall fun t ht => (hpos t ht).le)) hi).2 ?_
    refine lt_of_lt_of_le (b := volume (Ioi (0 : ℝ))) (by simp) (measure_mono ?_)
    exact fun t ht => ⟨(hpos t ht).ne', ht⟩
```

## Recovering charges from potentials

Suppose the values $y_i$ of the potential at the points are prescribed, with each charge's own softened potential included, and charges at those same points are to reproduce them: $Kq=y$. For $c,s>0$ and distinct points, the determinant of $K$ is positive, so $q=K^{-1}y$ is a solution, and multiplying any solution by $K^{-1}$ shows that it is the only one. The same system gives the weights of an interpolant $f(z)=\sum_j q_j(c+\|z-x_j\|^2)^{-s}$ with $f(x_i)=y_i$.

```lean
/-- For distinct points, any data `y` are interpolated by exactly one set of weights `q`. -/
theorem existsUnique_interpolation {c s : ℝ} (hc : 0 < c) (hs : 0 < s) {x : ι → Space d}
    (hx : Function.Injective x) (y : ι → ℝ) : ∃! q : ι → ℝ, imqMatrix c s x *ᵥ q = y := by
  classical
  have hdet : IsUnit (imqMatrix c s x).det :=
    ((imqMatrix_posDef_iff hc hs x).2 hx).det_pos.ne'.isUnit
  refine ⟨(imqMatrix c s x)⁻¹ *ᵥ y, ?_, ?_⟩
  · change imqMatrix c s x *ᵥ ((imqMatrix c s x)⁻¹ *ᵥ y) = y
    rw [Matrix.mulVec_mulVec, Matrix.mul_nonsing_inv _ hdet, Matrix.one_mulVec]
  · intro q hq
    rw [← hq, Matrix.mulVec_mulVec, Matrix.nonsing_inv_mul _ hdet, Matrix.one_mulVec]

end

end InverseMultiquadric
```

In a program, positive definiteness permits a Cholesky factorisation of $K$ in place of a general linear solve. The theorem concerns exact arithmetic and gives no lower bound on the smallest eigenvalue. That eigenvalue tends to zero as two points approach each other, so a factorisation in floating point can fail even though the points are distinct.

```lean
#print axioms InverseMultiquadric.imqMatrix_posSemidef
-- 'InverseMultiquadric.imqMatrix_posSemidef' depends on axioms: [propext, Classical.choice, Quot.sound]
#print axioms InverseMultiquadric.imqMatrix_posDef_iff
-- 'InverseMultiquadric.imqMatrix_posDef_iff' depends on axioms: [propext, Classical.choice, Quot.sound]
#print axioms InverseMultiquadric.existsUnique_interpolation
-- 'InverseMultiquadric.existsUnique_interpolation' depends on axioms: [propext, Classical.choice, Quot.sound]
```
